# Berezin–Lieb bounds on the partition function for a finite coherent frame

To estimate the partition function of a spin without diagonalising its Hamiltonian, I replace the trace by a weighted sum of classical Boltzmann factors over coherent states. I would like to know the sign of the error. Suppose that unit vectors \(v_i\) with weights \(w_i\ge 0\) satisfy \(\sum_i w_iP_i=I\), where \(P_i=|v_i\rangle\langle v_i|\), and that \(H=\sum_i w_ih_iP_i\) with real \(h_i\). The claim is that the classical sum built from these \(h_i\) is never too small:

\[
\operatorname{Tr}e^{-\beta H}\le\sum_i w_i e^{-\beta h_i}\qquad\text{for every real }\beta .
\]

Can this be made rigorous and machine-checked for a finite set of vectors?

## Each energy is an average of the \(h_i\)

Yes. \(H\) is Hermitian, because the coefficients \(w_ih_i\) are real. Take an orthonormal eigenbasis \(H|u_k\rangle=E_k|u_k\rangle\) and set \(p_{ik}=|\langle u_k|v_i\rangle|^2\ge 0\). Normalisation of \(v_i\) and the resolution of the identity give

\[
\sum_k p_{ik}=\langle v_i|v_i\rangle=1,\qquad
\sum_i w_ip_{ik}=\langle u_k|\Big(\sum_i w_iP_i\Big)|u_k\rangle=1 .
\]

The same matrix element of \(H\) is

\[
E_k=\langle u_k|H|u_k\rangle=\sum_i w_ip_{ik}\,h_i .
\]

For fixed \(k\), the numbers \(w_ip_{ik}\) are therefore probabilities, and \(E_k\) is the mean of the \(h_i\). The exponential is convex, so Jensen's inequality gives

\[
e^{-\beta E_k}\le\sum_i w_ip_{ik}\,e^{-\beta h_i}.
\]

Summing over \(k\) and using \(\sum_k p_{ik}=1\) gives the claim.

A lower bound follows when the two indices exchange roles. For any Hermitian \(H\), \(\langle v_i|H|v_i\rangle=\sum_k p_{ik}E_k\), so

\[
\sum_i w_ie^{-\beta\langle v_i|H|v_i\rangle}
\le\sum_i w_i\sum_k p_{ik}e^{-\beta E_k}
=\sum_k e^{-\beta E_k}=\operatorname{Tr}e^{-\beta H}.
\]

The \(h_i\) are called an upper symbol of \(H\) and the \(\langle v_i|H|v_i\rangle\) its lower symbol; the two classical sums enclose the trace from opposite sides. For an inverse temperature \(\beta=1/k_BT>0\), the upper bound on the trace becomes a lower bound on the free energy \(F=-\beta^{-1}\ln\operatorname{Tr}e^{-\beta H}\).

## Frames, symbols and the order on \(\mathbb C\)

The finite type `n` labels an orthonormal basis of the Hilbert space, and `ι` labels the frame vectors. `proj x` is \(|x\rangle\langle x|\), and `frameOperator c v` is \(\sum_i c_i|v_i\rangle\langle v_i|\) with real \(c_i\). `IsCoherentFrame w v` collects the three hypotheses: non-negative weights, unit vectors and the resolution of the identity. `overlap U x k` is the squared overlap of `x` with column `k` of `U`, so `overlap U (v i) k` is \(p_{ik}\).

In `berezin_lieb_upper` the Hamiltonian is `frameOperator (fun i => w i * h i) v`, and `NormedSpace.exp` is the matrix exponential. The inequality uses the order on \(\mathbb C\), in which \(a\le b\) requires equal imaginary parts; it therefore also says that the trace is real. `berezin_lieb_lower` takes an arbitrary Hermitian `H`.

The Berezin–Lieb inequalities are usually met with an integral over a continuous family of coherent states, such as spin states on the sphere. These theorems concern finite sums in finite dimension. That \(H\) can be written with some real \(h_i\) is assumed in the upper bound, and a given frame need not allow it for every \(H\).

In Lean 4 with Mathlib:

```lean
import Mathlib

open Matrix
open scoped ComplexOrder

namespace BerezinLieb

noncomputable section

variable {n ι : Type*} [Fintype n] [DecidableEq n] [Fintype ι]

/-- The operator `|x⟩⟨x|`, which is the projector on `x` when `x` is a unit vector. -/
def proj (x : n → ℂ) : Matrix n n ℂ := vecMulVec x (star x)

/-- The operator `∑ c_i |v_i⟩⟨v_i|` with real coefficients `c_i`. -/
def frameOperator (c : ι → ℝ) (v : ι → n → ℂ) : Matrix n n ℂ :=
  ∑ i, (c i : ℂ) • proj (v i)

/-- Unit vectors `v_i` with non-negative weights `w_i` that resolve the identity. -/
structure IsCoherentFrame (w : ι → ℝ) (v : ι → n → ℂ) : Prop where
  nonneg : ∀ i, 0 ≤ w i
  unit : ∀ i, star (v i) ⬝ᵥ v i = 1
  resolution : frameOperator w v = 1

/-- The squared modulus of the overlap of `x` with the `k`-th column of `U`. -/
def overlap (U : Matrix n n ℂ) (x : n → ℂ) (k : n) : ℝ :=
  Complex.normSq ((Uᴴ *ᵥ x) k)

/-- A Hermitian matrix is diagonalised by a unitary matrix, with real energies. -/
theorem exists_diagonalisation {H : Matrix n n ℂ} (hH : H.IsHermitian) :
    ∃ (U : Matrix n n ℂ) (E : n → ℝ), Uᴴ * U = 1 ∧
      H = U * diagonal (fun k => (E k : ℂ)) * Uᴴ := by
  refine ⟨(hH.eigenvectorUnitary : Matrix n n ℂ), hH.eigenvalues, ?_, ?_⟩
  · exact Matrix.mem_unitaryGroup_iff'.mp hH.eigenvectorUnitary.2
  · have h := hH.spectral_theorem
    rw [Unitary.conjStarAlgAut_apply] at h
    exact h

/-- The trace of the Boltzmann operator is the sum of the Boltzmann factors of the energies. -/
theorem trace_boltzmann {U : Matrix n n ℂ} (hU : Uᴴ * U = 1) (E : n → ℝ) (β : ℝ) :
    trace (NormedSpace.exp (-(β : ℂ) • (U * diagonal (fun k => (E k : ℂ)) * Uᴴ))) =
      ((∑ k, Real.exp (-β * E k) : ℝ) : ℂ) := by
  have hU' : U * Uᴴ = 1 := mul_eq_one_comm.mp hU
  have hinv : U⁻¹ = Uᴴ := Matrix.inv_eq_left_inv hU
  have hunit : IsUnit U := ⟨⟨U, Uᴴ, hU', hU⟩, rfl⟩
  have hd : diagonal (fun k => ((-β * E k : ℝ) : ℂ)) =
      -(β : ℂ) • diagonal (fun k => (E k : ℂ)) := by
    ext i j
    by_cases h : i = j
    · subst h; simp
    · simp [h]
  have h1 : -(β : ℂ) • (U * diagonal (fun k => (E k : ℂ)) * Uᴴ) =
      U * diagonal (fun k => ((-β * E k : ℝ) : ℂ)) * U⁻¹ := by
    rw [hinv, hd, Matrix.mul_smul, Matrix.smul_mul]
  -- the exponential commutes with the change of basis, which drops out of the trace
  rw [h1, Matrix.exp_conj _ _ hunit, Matrix.trace_mul_cycle, hinv, hU, one_mul,
    Matrix.exp_diagonal, Matrix.trace_diagonal, Complex.ofReal_sum]
  refine Finset.sum_congr rfl fun k _ => ?_
  rw [Complex.ofReal_exp, Complex.exp_eq_exp_ℂ]
  rw [Pi.coe_exp]

/-- For any matrix `U`, real numbers `E_k` and vector `x`, the number `⟨x|U diag(E) Uᴴ|x⟩` is the
sum of the `E_k` weighted by the squared overlaps of `x` with the columns of `U`. -/
theorem expectation_eq (U : Matrix n n ℂ) (E : n → ℝ) (x : n → ℂ) :
    star x ⬝ᵥ (U * diagonal (fun k => (E k : ℂ)) * Uᴴ) *ᵥ x =
      ((∑ k, overlap U x k * E k : ℝ) : ℂ) := by
  have hs : star x ᵥ* U = star (Uᴴ *ᵥ x) := by
    rw [Matrix.star_mulVec, conjTranspose_conjTranspose]
  rw [← Matrix.mulVec_mulVec, ← Matrix.mulVec_mulVec, Matrix.dotProduct_mulVec, hs,
    Complex.ofReal_sum]
  refine Finset.sum_congr rfl fun k _ => ?_
  rw [Matrix.mulVec_diagonal, Pi.star_apply, Complex.star_def, overlap,
    Complex.ofReal_mul, ← Complex.mul_conj]
  ring

omit [DecidableEq n] in
/-- For any matrix `U`, the `k`-th diagonal entry of `Uᴴ (∑ c_i |v_i⟩⟨v_i|) U` is the sum of the
`c_i` weighted by the squared overlaps of the `v_i` with the `k`-th column of `U`. -/
theorem frameOperator_diag (U : Matrix n n ℂ) (c : ι → ℝ) (v : ι → n → ℂ) (k : n) :
    (Uᴴ * frameOperator c v * U) k k = ((∑ i, c i * overlap U (v i) k : ℝ) : ℂ) := by
  rw [frameOperator, Finset.mul_sum, Finset.sum_mul, Matrix.sum_apply, Complex.ofReal_sum]
  refine Finset.sum_congr rfl fun i _ => ?_
  have hs : star (v i) ᵥ* U = star (Uᴴ *ᵥ v i) := by
    rw [Matrix.star_mulVec, conjTranspose_conjTranspose]
  rw [Matrix.mul_smul, Matrix.smul_mul, Matrix.smul_apply, proj, Matrix.mul_vecMulVec,
    Matrix.vecMulVec_mul, hs, vecMulVec_apply, Pi.star_apply, Complex.star_def,
    Complex.mul_conj, smul_eq_mul, overlap, Complex.ofReal_mul]

/-- The squared overlaps of a unit vector with an orthonormal basis sum to one. -/
theorem sum_overlap {U : Matrix n n ℂ} (hU : Uᴴ * U = 1) {x : n → ℂ}
    (hx : star x ⬝ᵥ x = 1) : ∑ k, overlap U x k = 1 := by
  have h := expectation_eq U (fun _ => 1) x
  have h1 : diagonal (fun _ : n => ((1 : ℝ) : ℂ)) = 1 := by
    rw [Complex.ofReal_one, Matrix.diagonal_one]
  rw [h1, mul_one, mul_eq_one_comm.mp hU, Matrix.one_mulVec, hx] at h
  simp only [mul_one] at h
  exact_mod_cast h.symm

/-- For a coherent frame, the weighted squared overlaps with each vector of an orthonormal basis sum
to one. -/
theorem sum_weight_overlap {w : ι → ℝ} {v : ι → n → ℂ} (hF : IsCoherentFrame w v)
    {U : Matrix n n ℂ} (hU : Uᴴ * U = 1) (k : n) : ∑ i, w i * overlap U (v i) k = 1 := by
  have h := frameOperator_diag U w v k
  rw [hF.resolution, mul_one, hU, Matrix.one_apply_eq] at h
  exact_mod_cast h.symm

/-- The Boltzmann factor of an average energy is at most the average Boltzmann factor. -/
theorem boltzmann_jensen {κ : Type*} [Fintype κ] (q a : κ → ℝ) (hq : ∀ i, 0 ≤ q i)
    (h1 : ∑ i, q i = 1) (β : ℝ) :
    Real.exp (-β * ∑ i, q i * a i) ≤ ∑ i, q i * Real.exp (-β * a i) := by
  have h := convexOn_exp.map_sum_le (t := Finset.univ) (w := q) (p := fun i => -β * a i)
    (fun i _ => hq i) h1 (fun i _ => Set.mem_univ _)
  simp only [smul_eq_mul] at h
  have e : -β * ∑ i, q i * a i = ∑ i, q i * (-β * a i) := by
    rw [Finset.mul_sum]
    exact Finset.sum_congr rfl fun i _ => by ring
  rw [e]
  exact h

/-- **Berezin-Lieb upper bound.** If `H = ∑ w_i h_i |v_i⟩⟨v_i|` over a coherent frame, then
`Tr exp(-βH)` is at most `∑ w_i exp(-β h_i)` for every real `β`. -/
theorem berezin_lieb_upper {w : ι → ℝ} {v : ι → n → ℂ} (hF : IsCoherentFrame w v)
    (h : ι → ℝ) (β : ℝ) :
    trace (NormedSpace.exp (-(β : ℂ) • frameOperator (fun i => w i * h i) v)) ≤
      ((∑ i, w i * Real.exp (-β * h i) : ℝ) : ℂ) := by
  have hH : (frameOperator (fun i => w i * h i) v).IsHermitian := by
    have hp : ∀ x : n → ℂ, (proj x)ᴴ = proj x := fun x => by
      ext a b
      simp [proj, vecMulVec_apply, mul_comm]
    rw [Matrix.IsHermitian, frameOperator, conjTranspose_sum]
    refine Finset.sum_congr rfl fun i _ => ?_
    rw [conjTranspose_smul, hp, Complex.star_def, Complex.conj_ofReal]
  obtain ⟨U, E, hU, hD⟩ := exists_diagonalisation hH
  -- each energy is an average of the symbol `h`
  have hE : ∀ k, E k = ∑ i, (w i * overlap U (v i) k) * h i := fun k => by
    have e := frameOperator_diag U (fun i => w i * h i) v k
    have e2 : Uᴴ * (U * diagonal (fun k => (E k : ℂ)) * Uᴴ) * U =
        (Uᴴ * U) * diagonal (fun k => (E k : ℂ)) * (Uᴴ * U) := by
      simp only [mul_assoc]
    rw [hD, e2, hU, one_mul, mul_one, Matrix.diagonal_apply_eq] at e
    rw [Complex.ofReal_injective e]
    exact Finset.sum_congr rfl fun i _ => by ring
  rw [hD, trace_boltzmann hU]
  refine Complex.real_le_real.mpr ?_
  calc ∑ k, Real.exp (-β * E k)
      ≤ ∑ k, ∑ i, (w i * overlap U (v i) k) * Real.exp (-β * h i) := by
        refine Finset.sum_le_sum fun k _ => ?_
        rw [hE k]
        exact boltzmann_jensen _ h
          (fun i => mul_nonneg (hF.nonneg i) (Complex.normSq_nonneg _))
          (sum_weight_overlap hF hU k) β
    _ = ∑ i, (w i * Real.exp (-β * h i)) * ∑ k, overlap U (v i) k := by
        rw [Finset.sum_comm]
        refine Finset.sum_congr rfl fun i _ => ?_
        rw [Finset.mul_sum]
        exact Finset.sum_congr rfl fun k _ => by ring
    _ = ∑ i, w i * Real.exp (-β * h i) :=
        Finset.sum_congr rfl fun i _ => by rw [sum_overlap hU (hF.unit i), mul_one]

/-- **Berezin-Lieb lower bound.** For Hermitian `H` and a coherent frame,
`∑ w_i exp(-β ⟨v_i|H|v_i⟩)` is at most `Tr exp(-βH)` for every real `β`. -/
theorem berezin_lieb_lower {w : ι → ℝ} {v : ι → n → ℂ} (hF : IsCoherentFrame w v)
    {H : Matrix n n ℂ} (hH : H.IsHermitian) (β : ℝ) :
    ((∑ i, w i * Real.exp (-β * (star (v i) ⬝ᵥ H *ᵥ v i).re) : ℝ) : ℂ) ≤
      trace (NormedSpace.exp (-(β : ℂ) • H)) := by
  obtain ⟨U, E, hU, rfl⟩ := exists_diagonalisation hH
  rw [trace_boltzmann hU]
  refine Complex.real_le_real.mpr ?_
  calc ∑ i, w i * Real.exp (-β *
        (star (v i) ⬝ᵥ (U * diagonal (fun k => (E k : ℂ)) * Uᴴ) *ᵥ v i).re)
      ≤ ∑ i, w i * ∑ k, overlap U (v i) k * Real.exp (-β * E k) := by
        refine Finset.sum_le_sum fun i _ => mul_le_mul_of_nonneg_left ?_ (hF.nonneg i)
        rw [expectation_eq, Complex.ofReal_re]
        exact boltzmann_jensen _ E (fun k => Complex.normSq_nonneg _)
          (sum_overlap hU (hF.unit i)) β
    _ = ∑ k, (∑ i, w i * overlap U (v i) k) * Real.exp (-β * E k) := by
        simp only [Finset.mul_sum, Finset.sum_mul]
        rw [Finset.sum_comm]
        exact Finset.sum_congr rfl fun k _ => Finset.sum_congr rfl fun i _ => by ring
    _ = ∑ k, Real.exp (-β * E k) :=
        Finset.sum_congr rfl fun k _ => by rw [sum_weight_overlap hF hU k, one_mul]

/-- Four unit vectors in a two-level system, each with weight one half, form a coherent frame. -/
theorem isCoherentFrame_witness :
    IsCoherentFrame (fun _ : Fin 4 => (1 / 2 : ℝ))
      (![![1, 0], ![0, 1], ![3 / 5, 4 / 5], ![4 / 5, -3 / 5]] : Fin 4 → Fin 2 → ℂ) where
  nonneg := fun _ => by norm_num
  unit := fun i => by
    have h3 : (starRingEnd ℂ) 3 = 3 := Complex.conj_eq_iff_im.mpr (by simp)
    have h4 : (starRingEnd ℂ) 4 = 4 := Complex.conj_eq_iff_im.mpr (by simp)
    have h5 : (starRingEnd ℂ) 5 = 5 := Complex.conj_eq_iff_im.mpr (by simp)
    fin_cases i <;> simp [dotProduct, Fin.sum_univ_two, h3, h4, h5] <;> norm_num
  resolution := by
    have h3 : (starRingEnd ℂ) 3 = 3 := Complex.conj_eq_iff_im.mpr (by simp)
    have h4 : (starRingEnd ℂ) 4 = 4 := Complex.conj_eq_iff_im.mpr (by simp)
    have h5 : (starRingEnd ℂ) 5 = 5 := Complex.conj_eq_iff_im.mpr (by simp)
    ext a b
    fin_cases a <;> fin_cases b <;>
      simp [frameOperator, proj, vecMulVec_apply, Matrix.sum_apply, Fin.sum_univ_four,
        h3, h4, h5] <;>
      norm_num

end

end BerezinLieb
```

```lean
#print axioms BerezinLieb.berezin_lieb_upper
-- 'BerezinLieb.berezin_lieb_upper' depends on axioms: [propext, Classical.choice, Quot.sound]
#print axioms BerezinLieb.berezin_lieb_lower
-- 'BerezinLieb.berezin_lieb_lower' depends on axioms: [propext, Classical.choice, Quot.sound]
```

## How the lemmas follow the derivation

`exists_diagonalisation` takes \(H=UDU^\dagger\) from the spectral theorem, with \(U\) unitary and \(D\) the diagonal matrix of the \(E_k\). `trace_boltzmann` moves the exponential through the change of basis, cancels \(U\) by cyclicity of the trace and leaves \(\sum_k e^{-\beta E_k}\).

`frameOperator_diag` computes the diagonal entries of \(U^\dagger(\sum_i c_iP_i)U\) as \(\sum_i c_ip_{ik}\). It is used twice: with \(c_i=w_i\) it gives `sum_weight_overlap`, and with \(c_i=w_ih_i\) it gives the formula for \(E_k\), named `hE` in the main proof. `expectation_eq` expands \(\langle x|H|x\rangle\) in the energies; with all energies set to 1 it yields `sum_overlap`, the normalisation over \(k\).

`boltzmann_jensen` applies Mathlib's `convexOn_exp` to a finite probability distribution. The `calc` block of the upper bound applies it for each \(k\), exchanges the sums with `Finset.sum_comm` and removes the sum over \(k\) by `sum_overlap`. The lower bound applies it for each \(i\) and finishes with `sum_weight_overlap`.

`isCoherentFrame_witness` gives an overcomplete example in a two-level system: two different orthonormal bases, with weight \(1/2\) on each of the four vectors. All four are real, so their projectors combine only to real symmetric Hamiltonians, and one containing \(\sigma_y\) has no \(h_i\) in this frame.
